# A second-neighbour spring on a chain is invisible in a two-site supercell but gives a dynamical matrix of 4 at wave number π/2

The theorem `chain_off_grid` concerns an infinite harmonic chain with unit spacing and one displacement component per site, in which a spring of unit stiffness joins each site to its second neighbours, with any mass weighting absorbed in the force constants. It states that in a supercell of two sites the force constants, summed over periodic images, vanish at every site, while the dynamical matrix at wave number π/2 is 4 times the 1 × 1 identity. The first part follows from the general lemma `imageSum_spring`, since a displacement by 2 is a supercell translation. For the second part the proof shows that the Bloch phases at 2 and −2 are both −1 and puts them into the formula 2 − χ(a) − χ(−a) of `dynMatrix_spring`.

This version doesn't compile in Lean 4 with Mathlib:

```lean
import Mathlib

open Finset

namespace SupercellForceConstants

noncomputable section

variable {G : Type*} [AddCommGroup G] {n : Type*}

/-- The dynamical matrix at the Bloch character `χ`: the phase-weighted sum of the force
constants `Φ R` over all lattice vectors, with any mass weighting absorbed in `Φ`. -/
def dynMatrix (χ : AddChar G ℂ) (Φ : G →₀ Matrix n n ℂ) : Matrix n n ℂ :=
  Φ.sum fun R A => χ R • A

open scoped Classical in
/-- The supercell force constant at `R`: the sum of `Φ R'` over all periodic images `R'` of `R`,
that is, all `R'` that differ from `R` by a supercell translation in `L`. -/
def imageSum (L : AddSubgroup G) (Φ : G →₀ Matrix n n ℂ) (R : G) : Matrix n n ℂ :=
  Φ.sum fun R' A => if R' - R ∈ L then A else 0

/-- Force constants of a spring of unit stiffness from each site to its neighbours at `a` and `-a`:
a contribution of twice the identity at the origin and of minus the identity at each of `a` and
`-a`, added together where these sites coincide. -/
def spring (n : Type*) [DecidableEq n] (a : G) : G →₀ Matrix n n ℂ :=
  Finsupp.single 0 ((2 : ℂ) • 1) - Finsupp.single a 1 - Finsupp.single (-a) 1

/-- The Bloch phase `exp (i q R)` of wave number `q` on a chain with unit spacing. -/
def bloch (q : ℝ) : AddChar ℤ ℂ where
  toFun R := Complex.exp (Complex.I * (q : ℂ) * (R : ℂ))
  map_zero_eq_one' := by simp
  map_add_eq_mul' a b := by
    rw [← Complex.exp_add]
    congr 1
    push_cast
    ring

/-- A spring that joins each site to its own periodic images is invisible in the supercell: all
its image sums vanish. -/
theorem imageSum_spring [DecidableEq n] (L : AddSubgroup G) {a : G} (ha : a ∈ L) (R : G) :
    imageSum L (spring n a) R = 0 := by
  classical
  have hsub : ∀ Φ Ψ : G →₀ Matrix n n ℂ,
      imageSum L (Φ - Ψ) R = imageSum L Φ R - imageSum L Ψ R := by
    intro Φ Ψ
    unfold imageSum
    exact Finsupp.sum_sub_index fun R' A B => by by_cases h : R' - R ∈ L <;> simp [h]
  have hsingle : ∀ (b : G) (A : Matrix n n ℂ),
      imageSum L (Finsupp.single b A) R = if b - R ∈ L then A else 0 := by
    intro b A
    unfold imageSum
    exact Finsupp.sum_single_index (by simp)
  -- the three sites 0, a, -a lie in the same coset
  have hmem : ∀ b ∈ L, (b - R ∈ L ↔ R ∈ L) := by
    intro b hb
    rw [sub_eq_add_neg, add_mem_cancel_left hb]
    exact neg_mem_iff
  rw [spring, hsub, hsub, hsingle, hsingle, hsingle]
  simp only [hmem 0 L.zero_mem, hmem a ha, hmem (-a) (neg_mem ha)]
  by_cases hR : R ∈ L
  · simp only [if_pos hR]
    module
  · simp only [if_neg hR, sub_zero]

/-- The dynamical matrix of the spring is `2 - χ(a) - χ(-a)` times the identity. -/
theorem dynMatrix_spring [DecidableEq n] (χ : AddChar G ℂ) (a : G) :
    dynMatrix χ (spring n a) = (2 - χ a - χ (-a)) • (1 : Matrix n n ℂ) := by
  have hsub : ∀ Φ Ψ : G →₀ Matrix n n ℂ,
      dynMatrix χ (Φ - Ψ) = dynMatrix χ Φ - dynMatrix χ Ψ := by
    intro Φ Ψ
    unfold dynMatrix
    exact Finsupp.sum_sub_index fun R A B => smul_sub (χ R) A B
  have hsingle : ∀ (b : G) (A : Matrix n n ℂ),
      dynMatrix χ (Finsupp.single b A) = χ b • A := by
    intro b A
    unfold dynMatrix
    exact Finsupp.sum_single_index (smul_zero _)
  rw [spring, hsub, hsub, hsingle, hsingle, hsingle, AddChar.map_zero_eq_one]
  module

/-- On the chain with a supercell of two sites, the second-neighbour spring has zero image sums
everywhere, yet its dynamical matrix at wave number `π/2` is 4. -/
theorem chain_off_grid :
    (∀ R, imageSum (AddSubgroup.zmultiples (2 : ℤ)) (spring (Fin 1) 2) R = 0) ∧
      dynMatrix (bloch (Real.pi / 2)) (spring (Fin 1) 2) = (4 : ℂ) • 1 := by
  refine ⟨imageSum_spring _ (AddSubgroup.mem_zmultiples 2), ?_⟩
  have h1 : bloch (Real.pi / 2) 2 = -1 := by
    change Complex.exp (Complex.I * ((Real.pi / 2 : ℝ) : ℂ) * ((2 : ℤ) : ℂ)) = -1
    rw [← Complex.exp_pi_mul_I]
    congr 1
    push_cast
    ring
  have h2 : bloch (Real.pi / 2) (-2) = -1 := by
    have h := AddChar.map_add_eq_mul (bloch (Real.pi / 2)) 2 (-2)
    rw [add_neg_cancel, AddChar.map_zero_eq_one, h1] at h
    linear_combination -h
  rw [dynMatrix_spring, h1, h2]
  module

end

end SupercellForceConstants
```

Lean reports:

```
Main.lean:96:4: error: ring failed, ring expressions not equal
h1 : (bloch (Real.pi / 2)) 2 = -1
h : 1 = -1 * (bloch (Real.pi / 2)) (-2)
⊢ 2 + (bloch (Real.pi / 2)) (-2) * 2 = 0
```

Diagnosis. The error is one of sign, in the step `h2`, which derives the phase at −2 from the phase at 2. Write x for `bloch (Real.pi / 2) (-2)`. The goal is x = −1, and the hypothesis `h` says 1 = −1 · x.

`linear_combination` subtracts the two sides of the given combination from those of the goal and asks `ring` to show that the result is zero. The goal's left side minus its right side is x + 1, and for `h` this difference is also 1 + x. With `-h` the two add up instead of cancelling, which leaves 2 + 2x = 0, the equation shown in the message. It does not hold identically in x, so `ring` fails.

With `linear_combination h` the difference is (x + 1) − (1 + x), which is identically zero, and the step closes.

Lean accepts the file once it reads:

```diff
@@ -94,5 +94,5 @@
     have h := AddChar.map_add_eq_mul (bloch (Real.pi / 2)) 2 (-2)
     rw [add_neg_cancel, AddChar.map_zero_eq_one, h1] at h
-    linear_combination -h
+    linear_combination h
   rw [dynMatrix_spring, h1, h2]
   module
```
